# An equally spaced N-point mesh removes the spurious current of all filled cosine bands with harmonics up to M exactly when N > M

A laser pulse drives the electrons of a crystal, and its vector potential \(A(t)\) shifts every crystal momentum \(k\) to \(k+A(t)\), in units where \(\hbar\) and the elementary charge are 1. A filled band should carry no intraband current, because the velocity of a periodic band averages to zero over the Brillouin zone. A simulation replaces that average by a sum over finitely many k-points, and the sum need not vanish. How many points are enough?

```lean
import Mathlib

open Finset

namespace FilledBandAliasing

noncomputable section
```

## The band and its sampled current

Take a one-dimensional band with real coefficients \(c_m\) and lattice constant 1:

\[ e(k)=\sum_{m=1}^{M} c_m\cos(mk). \]

A constant term would not affect the velocity. In Lean, `c` is a function on all natural numbers, but only its values at \(1,\dots,M\) enter.

```lean
/-- The band energy `e(k) = ∑ c_m cos(m k)` with harmonics `m = 1, ..., M`. -/
def band (M : ℕ) (c : ℕ → ℝ) (k : ℝ) : ℝ :=
  ∑ m ∈ Icc 1 M, c m * Real.cos (m * k)
```

The zone is sampled at \(N\ge 1\) equally spaced points, \(k_j=2\pi j/N\) with \(j=0,\dots,N-1\).

```lean
/-- The mesh point `k_j = 2 π j / N` of the Brillouin zone, for `N ≥ 1`. -/
def mesh (N j : ℕ) : ℝ := 2 * Real.pi * j / N
```

With every point equally occupied, the current is the mean velocity

\[ J_N(A)=\frac1N\sum_{j=0}^{N-1}e'(k_j+A), \]

where charge, spin and volume factors are left out. The definition uses the derivative of the band itself, so the velocity formula has to be proved.

```lean
/-- The intraband current of the filled band on a mesh of `N ≥ 1` points: the mean of the
band velocity `e'(k_j + A)` at vector potential `A`. -/
def meshCurrent (N M : ℕ) (c : ℕ → ℝ) (A : ℝ) : ℝ :=
  (∑ j ∈ range N, deriv (band M c) (mesh N j + A)) / N
```

The model is a single rigid band of non-interacting electrons. It has no interband transitions and no time-dependent Kohn–Sham potential, and its cosines make \(e(k)\) even.

## From velocity to aliasing

The chain rule applied to each cosine, followed by summation, gives

\[ e'(k)=-\sum_{m=1}^{M} m\,c_m\sin(mk). \]

`HasDerivAt` states both that the derivative exists and that it has this value.

```lean
/-- The band velocity is `e'(k) = -∑ m c_m sin(m k)`. -/
theorem hasDerivAt_band (M : ℕ) (c : ℕ → ℝ) (k : ℝ) :
    HasDerivAt (band M c) (-∑ m ∈ Icc 1 M, m * c m * Real.sin (m * k)) k := by
  have term : ∀ m : ℕ, HasDerivAt (fun x : ℝ => c m * Real.cos (m * x))
      (-(m * c m * Real.sin (m * k))) k := by
    intro m
    have h := ((hasDerivAt_id' k).const_mul (m : ℝ)).cos.const_mul (c m)
    exact h.congr_deriv (by ring)
  rw [← sum_neg_distrib]
  exact HasDerivAt.fun_sum (fun m _ => term m)
```

Next, sum one plane wave over the mesh. With \(\zeta=e^{2\pi i/N}\),

\[ \sum_{j=0}^{N-1}e^{im(k_j+A)}=e^{imA}\sum_{j=0}^{N-1}(\zeta^m)^j. \]

If \(N\) divides \(m\), then \(\zeta^m=1\) and the result is \(Ne^{imA}\). Otherwise \(\zeta^m\ne1\), while

\[ (\zeta^m-1)\sum_{j=0}^{N-1}(\zeta^m)^j=\zeta^{mN}-1=0, \]

so the sum vanishes. The proof splits into the same two cases. The index `m` is an integer because differences of harmonics will be needed later.

```lean
/-- On a shifted mesh of `N ≥ 1` points the plane wave with integer index `m` sums to zero,
unless `N` divides `m`, when all points contribute the same phase. -/
theorem mesh_sum_exp {N : ℕ} (hN : N ≠ 0) (m : ℤ) (A : ℝ) :
    ∑ j ∈ range N, Complex.exp (((m * (mesh N j + A) : ℝ) : ℂ) * Complex.I) =
      if (N : ℤ) ∣ m then (N : ℂ) * Complex.exp (((m * A : ℝ) : ℂ) * Complex.I) else 0 := by
  have hζ := Complex.isPrimitiveRoot_exp N hN
  -- each term is a power of a root of unity times a common phase
  have term : ∀ j : ℕ, Complex.exp (((m * (mesh N j + A) : ℝ) : ℂ) * Complex.I) =
      (Complex.exp (2 * Real.pi * Complex.I / N) ^ m) ^ j *
        Complex.exp (((m * A : ℝ) : ℂ) * Complex.I) := by
    intro j
    rw [← Complex.exp_int_mul, ← Complex.exp_nat_mul, ← Complex.exp_add]
    congr 1
    simp only [mesh]
    push_cast
    ring
  simp only [term]
  rw [← sum_mul]
  split_ifs with hd
  · rw [(hζ.zpow_eq_one_iff_dvd m).mpr hd]
    simp
  · -- the geometric series closes after a full turn
    have hne : Complex.exp (2 * Real.pi * Complex.I / N) ^ m - 1 ≠ 0 :=
      fun h => hd ((hζ.zpow_eq_one_iff_dvd m).mp (sub_eq_zero.mp h))
    have hpow : (Complex.exp (2 * Real.pi * Complex.I / N) ^ m) ^ N = 1 := by
      rw [← zpow_natCast, ← zpow_mul, mul_comm m (N : ℤ), zpow_mul, zpow_natCast, hζ.pow_eq_one,
        one_zpow]
    have hg := geom_sum_mul (Complex.exp (2 * Real.pi * Complex.I / N) ^ m) N
    rw [hpow, sub_self] at hg
    rw [(mul_eq_zero.mp hg).resolve_right hne, zero_mul]
```

The imaginary part says that \(\sum_j\sin(m(k_j+A))\) is \(N\sin(mA)\) if \(N\mid m\), and zero otherwise. Exchanging the sums over \(j\) and \(m\) (`sum_comm`) and dividing by \(N\) yields

\[ J_N(A)=-\sum_{\substack{1\le m\le M\\ N\mid m}} m\,c_m\sin(mA). \]

```lean
/-- **Aliasing formula.** On a mesh of `N ≥ 1` points the current of the filled band is
`-∑ m c_m sin(m A)`, summed over the harmonics `m` of the band that `N` divides. -/
theorem meshCurrent_eq_aliased {N : ℕ} (hN : N ≠ 0) (M : ℕ) (c : ℕ → ℝ) (A : ℝ) :
    meshCurrent N M c A =
      -∑ m ∈ (Icc 1 M).filter (fun m => N ∣ m), m * c m * Real.sin (m * A) := by
  have hN' : (N : ℝ) ≠ 0 := Nat.cast_ne_zero.mpr hN
  have hd : ∀ k, deriv (band M c) k = -∑ m ∈ Icc 1 M, m * c m * Real.sin (m * k) :=
    fun k => (hasDerivAt_band M c k).deriv
  -- sum over the mesh first, harmonic by harmonic
  have key : ∑ j ∈ range N, ∑ m ∈ Icc 1 M, m * c m * Real.sin (m * (mesh N j + A)) =
      N * ∑ m ∈ (Icc 1 M).filter (fun m => N ∣ m), m * c m * Real.sin (m * A) := by
    rw [sum_comm, sum_filter, mul_sum]
    refine sum_congr rfl fun m _ => ?_
    have h := congrArg Complex.im (mesh_sum_exp hN (m : ℤ) A)
    rw [Complex.im_sum] at h
    simp only [Complex.exp_ofReal_mul_I_im, Int.cast_natCast, Int.natCast_dvd_natCast] at h
    rw [← mul_sum, h]
    split_ifs
    · rw [← Complex.ofReal_natCast N, Complex.im_ofReal_mul, Complex.exp_ofReal_mul_I_im]
      ring
    · simp
  unfold meshCurrent
  simp only [hd]
  rw [sum_neg_distrib, key, neg_div, mul_div_cancel_left₀ _ hN']
```

For a band with \(M=4\) on four k-points, the sampled current is \(-4c_4\sin(4A(t))\). Under a continuous drive \(A(t)=A_0\sin\omega t\), this oscillates at odd multiples of \(\omega\), so in this rigid-band model a coarse mesh can add false peaks to a high-harmonic spectrum.

## Recovering the coefficients

Could the surviving terms cancel for every \(A\)? To exclude this, let \(L=2M+1\) and \(q_j=2\pi j/L\). For \(1\le m,n\le M\),

\[ \sin(mq_j)\sin(nq_j)=\tfrac12\bigl[\cos((m-n)q_j)-\cos((m+n)q_j)\bigr]. \]

The real part of the plane-wave sum at \(A=0\) evaluates both cosines. Since \(0<m+n<L\), the second sums to zero; since \(|m-n|<L\), the first survives only for \(m=n\). Hence

\[ \sum_{j=0}^{L-1}\sin(mq_j)\sin(nq_j)=\tfrac L2\,\delta_{mn}. \]

It would be wrong to use \(M+1\) points here, since the products reach harmonic \(2M\). For \(M=1\), the two points \(0\) and \(\pi\) are both zeros of the sine.

```lean
/-- The sines with harmonics `1, ..., M` are orthogonal on a mesh of `2 M + 1` points. -/
theorem mesh_sin_orthogonality {M m n : ℕ} (hm : m ∈ Icc 1 M) (hn : n ∈ Icc 1 M) :
    ∑ j ∈ range (2 * M + 1),
      Real.sin (m * mesh (2 * M + 1) j) * Real.sin (n * mesh (2 * M + 1) j) =
      if m = n then ((2 * M + 1 : ℕ) : ℝ) / 2 else 0 := by
  rw [mem_Icc] at hm hn
  have hcos : ∀ k : ℤ, ∑ j ∈ range (2 * M + 1), Real.cos (k * (mesh (2 * M + 1) j + 0)) =
      if ((2 * M + 1 : ℕ) : ℤ) ∣ k then ((2 * M + 1 : ℕ) : ℝ) else 0 := by
    intro k
    have h := congrArg Complex.re (mesh_sum_exp (Nat.succ_ne_zero (2 * M)) k 0)
    rw [Complex.re_sum] at h
    simp only [Complex.exp_ofReal_mul_I_re, Nat.succ_eq_add_one] at h
    rw [h]
    split_ifs
    · rw [mul_zero, Complex.ofReal_zero, zero_mul, Complex.exp_zero, mul_one,
        Complex.natCast_re]
    · exact Complex.zero_re
  have hsum : ¬ ((2 * M + 1 : ℕ) : ℤ) ∣ (m : ℤ) + n := by
    intro h
    have := Int.le_of_dvd (by omega) h
    omega
  have hdiff : ((2 * M + 1 : ℕ) : ℤ) ∣ (m : ℤ) - n ↔ m = n := by
    constructor
    · intro h
      by_contra hne
      rcases lt_or_gt_of_ne hne with hlt | hgt
      · have := Int.le_of_dvd (by omega) ((dvd_sub_comm).mp h)
        omega
      · have := Int.le_of_dvd (by omega) h
        omega
    · rintro rfl
      simp
  -- product-to-sum formula
  have key : ∑ j ∈ range (2 * M + 1),
      Real.sin (m * mesh (2 * M + 1) j) * Real.sin (n * mesh (2 * M + 1) j) =
      (∑ j ∈ range (2 * M + 1), Real.cos (((m : ℤ) - n : ℤ) * (mesh (2 * M + 1) j + 0)) -
       ∑ j ∈ range (2 * M + 1), Real.cos (((m : ℤ) + n : ℤ) * (mesh (2 * M + 1) j + 0))) / 2 := by
    rw [← sum_sub_distrib, sum_div]
    refine sum_congr rfl fun j _ => ?_
    push_cast
    rw [add_zero, sub_mul, add_mul, Real.cos_sub, Real.cos_add]
    ring
  rw [key, hcos, hcos, if_neg hsum, sub_zero]
  simp only [hdiff]
  split_ifs <;> simp
```

If \(\sum_{m=1}^{M} b_m\sin(mA)=0\) for every \(A\), set \(A=q_j\), multiply by \(\sin(nq_j)\) and sum over \(j\). This leaves \(b_nL/2=0\), so \(b_n=0\).

```lean
/-- If a sine polynomial with harmonics `1, ..., M` vanishes for every `A`, then each of its
coefficients is zero. -/
theorem sine_coefficient_eq_zero {M : ℕ} {b : ℕ → ℝ}
    (h : ∀ A : ℝ, ∑ m ∈ Icc 1 M, b m * Real.sin (m * A) = 0) {n : ℕ} (hn : n ∈ Icc 1 M) :
    b n = 0 := by
  -- project on the harmonic n
  have e : ∑ j ∈ range (2 * M + 1), (∑ m ∈ Icc 1 M, b m * Real.sin (m * mesh (2 * M + 1) j)) *
      Real.sin (n * mesh (2 * M + 1) j) = b n * (((2 * M + 1 : ℕ) : ℝ) / 2) := by
    simp only [sum_mul]
    rw [sum_comm]
    calc _ = ∑ m ∈ Icc 1 M, b m * (if m = n then ((2 * M + 1 : ℕ) : ℝ) / 2 else 0) := by
          refine sum_congr rfl fun m hm => ?_
          rw [← mesh_sin_orthogonality hm hn, mul_sum]
          exact sum_congr rfl fun j _ => by ring
      _ = _ := by
          simp only [mul_ite, mul_zero]
          rw [sum_ite_eq', if_pos hn]
  simp only [h, zero_mul, sum_const_zero] at e
  have hpos : ((2 * M + 1 : ℕ) : ℝ) / 2 ≠ 0 := by positivity
  exact (mul_eq_zero.mp e.symm).resolve_right hpos
```

## Which meshes suffice

Apply this with \(b_m=m\,c_m\) when \(N\mid m\) and \(b_m=0\) otherwise. Since \(m\ge1\), a current that vanishes for every \(A\) forces \(c_m=0\) at each harmonic divisible by \(N\). The aliasing formula gives the converse.

```lean
/-- On a mesh of `N ≥ 1` points the current of a given filled band vanishes for every vector
potential exactly when `c m = 0` for every `m` in `1, ..., M` that `N` divides. -/
theorem meshCurrent_eq_zero_iff {N : ℕ} (hN : N ≠ 0) (M : ℕ) (c : ℕ → ℝ) :
    (∀ A, meshCurrent N M c A = 0) ↔ ∀ m ∈ Icc 1 M, N ∣ m → c m = 0 := by
  constructor
  · intro h m hm hd
    have hb := sine_coefficient_eq_zero (M := M)
      (b := fun m => if N ∣ m then (m : ℝ) * c m else 0) (fun A => by
        have hA := h A
        rw [meshCurrent_eq_aliased hN, neg_eq_zero, sum_filter] at hA
        simp only [ite_mul, zero_mul]
        exact hA) hm
    simp only [if_pos hd] at hb
    have hm0 : (m : ℝ) ≠ 0 := Nat.cast_ne_zero.mpr (by rw [mem_Icc] at hm; omega)
    exact (mul_eq_zero.mp hb).resolve_left hm0
  · intro h A
    rw [meshCurrent_eq_aliased hN, neg_eq_zero]
    refine sum_eq_zero fun m hm => ?_
    rw [mem_filter] at hm
    rw [h m hm.1 hm.2, mul_zero, zero_mul]
```

Now require zero current for all coefficients as well as all \(A\). If \(N>M\), no harmonic in \(1,\dots,M\) is divisible by \(N\). If \(N\le M\), the band with every \(c_m=1\) has the aliased harmonic \(m=N\), and its current is nonzero for some \(A\).

The quantifier `∀ c` matters: the particular band \(\cos k+\cos 3k\) already has zero current on two points, although \(M=3\).

```lean
/-- A mesh of `N ≥ 1` points gives zero current for all filled bands with harmonics up to `M`
and all vector potentials if and only if `N > M`. -/
theorem mesh_current_free_iff {N : ℕ} (hN : N ≠ 0) (M : ℕ) :
    (∀ c A, meshCurrent N M c A = 0) ↔ M < N := by
  constructor
  · intro h
    by_contra hlt
    -- the harmonic m = N is aliased
    have h1 := (meshCurrent_eq_zero_iff hN M (fun _ => 1)).mp (h _) N
      (mem_Icc.mpr ⟨by omega, by omega⟩) dvd_rfl
    exact one_ne_zero h1
  · intro hlt c
    refine (meshCurrent_eq_zero_iff hN M c).mpr fun m hm hd => ?_
    rw [mem_Icc] at hm
    have := Nat.le_of_dvd (by omega) hd
    omega

end

end FilledBandAliasing
```

```lean
#print axioms FilledBandAliasing.mesh_current_free_iff
```

```
'FilledBandAliasing.mesh_current_free_iff' depends on axioms: [propext, Classical.choice, Quot.sound]
```
